# Coset factorization of the antisymmetrizer

## Physical setting

A wave function of identical fermions changes sign when two particles are exchanged. Suppose a state is already antisymmetric in n particles and one more particle is added. Summing again over all (n+1)! permutations repeats the work done on the first n, and the question is how much of the sum is new. The answer is a factorization: only the n exchanges of the added particle with each of the others remain to be applied. This is the operator form of expanding a Slater determinant along one orbital, taken here as an algebraic identity for a finite number of labelled particles, with no inner product and no Hamiltonian.

## Statement

Let the particle labels form a finite set with N = n+1 elements, and let a be one label. Permutations multiply by composition, (στ)(i) = σ(τ(i)). The symbol (a b) is the exchange of a and b, with (a a) = 1, and S_a is the set of permutations τ with τ(a) = a. Let ρ assign to each permutation an element of a ring, with ρ(1) = 1 and ρ(στ) = ρ(σ)ρ(τ). Define

𝒜 = Σ_σ sign(σ) ρ(σ)

𝒜_a = Σ_{τ ∈ S_a} sign(τ) ρ(τ)

C_a = 1 − Σ_{b ≠ a} ρ((b a))

The theorem `antisymmetrizer_factorization` states

𝒜 = C_a 𝒜_a = 𝒜_a C_a

For three particles, labelled 0, 1, 2 as in Lean, with a = 2 and ρ the embedding of the permutations into the integral group ring ℤ[S₃], where S₃ is the group of all six permutations and not one of the sets S_a, `groupRing_three` states

Σ_σ sign(σ) σ = (1 − (0 2) − (1 2)) (1 − (0 1)) = (1 − (0 1)) (1 − (0 2) − (1 2))

In the code the exchanges (0 1), (0 2), (1 2) are `swap 0 1`, `swap 0 2`, `swap 1 2`. Finally, if ρ(τ)v = sign(τ) v for every τ in S_a, where v is a vector on which the ring acts, then `antisymmetrizer_smul` gives

𝒜 v = n! C_a v

At N = 1 all three operators equal 1 and 0! = 1. At N = 2 one has 𝒜_a = 1 and 𝒜 = C_a.

## Derivation

Let f be any map from permutations to a ring (a semiring suffices) with f(1) = 1 and f(στ) = f(σ)f(τ). Sort the permutations σ by the label b = σ(a). If σ(a) = b, then τ = (a b)σ sends a to b and back to a, so τ lies in S_a. Conversely, for τ in S_a the product (a b)τ sends a to b. Since (a b)(a b) = 1, the two maps are inverse to each other, and σ = (a b)τ. Therefore

Σ_σ f(σ) = Σ_b Σ_{τ ∈ S_a} f((a b)) f(τ) = (Σ_b f((a b))) (Σ_{τ ∈ S_a} f(τ))

where b runs over all labels, a included. For the other order, sort by the label b with σ(b) = a. Then τ = σ(a b) sends a to b and then to a, so it lies in S_a, and σ = τ(a b). This gives

Σ_σ f(σ) = (Σ_{τ ∈ S_a} f(τ)) (Σ_b f((a b)))

Taking f = 1 in the first identity gives (n+1)! = (n+1) |S_a|, so |S_a| = n!.

Now take f(σ) = sign(σ) ρ(σ), which is multiplicative because sign and ρ are and integers commute with every ring element. The term b = a contributes f(1) = 1, and each term b ≠ a contributes −ρ((a b)). Hence Σ_b f((a b)) = C_a, the other two sums are 𝒜 and 𝒜_a, and both factorizations follow.

For three labels S_2 = {1, (0 1)}, so 𝒜_2 = 1 − (0 1) and C_2 = 1 − (0 2) − (1 2). Multiplying out,

C_2 𝒜_2 = 1 − (0 1) − (0 2) − (1 2) + (0 2)(0 1) + (1 2)(0 1)

Here (0 2)(0 1) is the cycle 0→1→2→0 and (1 2)(0 1) is the cycle 0→2→1→0. In the opposite order (0 1)(0 2) is 0→2→1→0 and (0 1)(1 2) is 0→1→2→0, so the same six terms appear.

For v antisymmetric under S_a, each term gives sign(τ) ρ(τ) v = sign(τ)² v = v. There are n! terms, so 𝒜_a v = n! v and 𝒜 v = C_a 𝒜_a v = n! C_a v.

A numerical instance uses (P_σ ψ)(x) = ψ(x_{σ(0)}, x_{σ(1)}, x_{σ(2)}) and ψ(x) = (x₀ − x₁) x₂² at x = (1, 2, 4). The coset factor needs three values, ψ(1,2,4) = −16, ψ(4,2,1) = 2 and ψ(1,4,2) = −12:

(C_2 ψ)(x) = −16 − 2 + 12 = −6

The full sum needs three more, ψ(2,1,4) = 16 with sign −1, and ψ(2,4,1) = −2 and ψ(4,1,2) = 12 with sign +1:

(𝒜 ψ)(x) = −16 − 2 + 12 − 16 − 2 + 12 = −12 = 2! · (−6)

The operators are unnormalised. The projector onto antisymmetric functions is 𝒜/(n+1)!, which acts on such ψ as C_a/(n+1) and gives −2 here. If ψ is a normalised n-particle Slater determinant times a further orbital orthonormal to its orbitals, the normalised (n+1)-particle determinant is C_a ψ/√(n+1). The numbers at (1, 2, 4) and these normalisations were worked out on paper, and no Lean theorem states them.

## What the formal version assumes

The labels are a finite type `α`, and ρ is a monoid homomorphism `Perm α →* A` into a ring `A` that need not be commutative; ρ need not be injective. The definitions `antisymmetrizer ρ`, `antisymmetrizerFixing ρ a` and `cosetFactor ρ a` are 𝒜, 𝒜_a and C_a, the finite set `fixing a` is S_a, and the notation `ε σ` is the sign as an integer. The notation `e₃` is the embedding into ℤ[S₃]. The number n enters only through the hypothesis `Fintype.card α = n + 1`, which the factorization itself does not use.

Wave functions are arbitrary complex functions of a configuration `α → X`, where `X` is the set of one-particle coordinates and may include spin. The map `permute α X` fixes the convention (P_σ ψ)(x) = ψ(x∘σ), for which P_σ P_τ = P_{στ}. There is no square integrability, norm or adjoint, and no determinant is defined. Antisymmetry in the particles other than a is the hypothesis `hv` or `hψ`, assumed and not derived. The theorem `antisymmetrizer_wavefunction_witness` shows that `pairTimesSquare`, the ψ of the numerical instance, satisfies it for a = 2 and is not the zero function; it says nothing about C_2 ψ.

The n-particle antisymmetrizer could instead have been modelled as a sum over the permutations of n labels, embedded into the permutations of n+1 labels. The statement would then be a literal recursion from n to n+1 and the count n! would be immediate, at the price of an embedding that must be shown to preserve products and signs. With `fixing a` both factors are sums inside one group and any label can be singled out, while the identification of 𝒜_a with an antisymmetrizer on n labels is left unstated, apart from the explicit form 1 − ρ((0 1)) for three particles.

```lean
import Mathlib

open Equiv Finset

namespace AntisymmetrizerCosets

noncomputable section

local notation "ε " σ:arg => ((Equiv.Perm.sign σ : ℤˣ) : ℤ)

local notation "e₃" => MonoidAlgebra.of ℤ (Equiv.Perm (Fin 3))

variable {α : Type*} [Fintype α] [DecidableEq α] {A : Type*} [Ring A]

/-- The permutations of the particle labels that leave the label `a` in place. -/
def fixing (a : α) : Finset (Perm α) := univ.filter (fun τ : Perm α => τ a = a)

/-- The unnormalized antisymmetrizer `∑ sign(σ) ρ(σ)` over all permutations, for permutation
operators `ρ(σ)` in a ring. -/
def antisymmetrizer (ρ : Perm α →* A) : A := ∑ σ : Perm α, ε σ • ρ σ

/-- The unnormalized antisymmetrizer of all particles other than `a`: the signed sum over the
permutations that fix `a`. -/
def antisymmetrizerFixing (ρ : Perm α →* A) (a : α) : A := ∑ τ ∈ fixing a, ε τ • ρ τ

/-- The identity minus the sum of the exchanges of particle `a` with every other particle. -/
def cosetFactor (ρ : Perm α →* A) (a : α) : A := 1 - ∑ b ∈ univ.erase a, ρ (swap b a)

/-- The signed permutation operators `sign(σ) ρ(σ)`, as a multiplicative map. -/
def signed (ρ : Perm α →* A) : Perm α →* A where
  toFun σ := ε σ • ρ σ
  map_one' := by
    show ε (1 : Perm α) • ρ 1 = 1
    simp
  map_mul' σ τ := by
    show ε (σ * τ) • ρ (σ * τ) = (ε σ • ρ σ) * (ε τ • ρ τ)
    rw [map_mul Perm.sign, map_mul ρ, Units.val_mul, smul_mul_assoc, mul_smul_comm, smul_smul]

/-- Left coset decomposition: the sum of a multiplicative map over all permutations is its sum
over the swaps `(a b)`, with `b = a` included, times its sum over the permutations fixing `a`. -/
theorem sum_perm_left {B : Type*} [Semiring B] (f : Perm α →* B) (a : α) :
    ∑ σ : Perm α, f σ = (∑ b, f (swap a b)) * ∑ τ ∈ fixing a, f τ := by
  -- sort the permutations by the image `b` of `a`
  refine (Finset.sum_fiberwise univ (fun σ : Perm α => σ a) (fun σ => f σ)).symm.trans ?_
  rw [Finset.sum_mul]
  refine Finset.sum_congr rfl fun b _ => ?_
  rw [Finset.mul_sum]
  have hs : ∀ σ : Perm α, swap a b * (swap a b * σ) = σ := fun σ => by
    rw [← mul_assoc, swap_mul_self, one_mul]
  -- left multiplication by `(a b)` maps the class of `b` onto the stabilizer
  refine Finset.sum_nbij' (fun σ => swap a b * σ) (fun τ => swap a b * τ) ?_ ?_
    (fun σ _ => hs σ) (fun τ _ => hs τ) ?_
  · intro σ hσ
    have h : σ a = b := (mem_filter.mp hσ).2
    refine mem_filter.mpr ⟨mem_univ _, ?_⟩
    show swap a b (σ a) = a
    rw [h, swap_apply_right]
  · intro τ hτ
    have h : τ a = a := (mem_filter.mp hτ).2
    refine mem_filter.mpr ⟨mem_univ _, ?_⟩
    show swap a b (τ a) = b
    rw [h, swap_apply_left]
  · intro σ _
    show f σ = f (swap a b) * f (swap a b * σ)
    rw [← map_mul, hs]

/-- Right coset decomposition: the same sum with the two factors in the opposite order. -/
theorem sum_perm_right {B : Type*} [Semiring B] (f : Perm α →* B) (a : α) :
    ∑ σ : Perm α, f σ = (∑ τ ∈ fixing a, f τ) * ∑ b, f (swap a b) := by
  -- sort the permutations by the preimage `b` of `a`
  refine (Finset.sum_fiberwise univ (fun σ : Perm α => σ.symm a) (fun σ => f σ)).symm.trans ?_
  rw [Finset.mul_sum]
  refine Finset.sum_congr rfl fun b _ => ?_
  rw [Finset.sum_mul]
  have hs : ∀ σ : Perm α, σ * swap a b * swap a b = σ := fun σ => by
    rw [mul_assoc, swap_mul_self, mul_one]
  -- right multiplication by `(a b)` maps the class of `b` onto the stabilizer
  refine Finset.sum_nbij' (fun σ => σ * swap a b) (fun τ => τ * swap a b) ?_ ?_
    (fun σ _ => hs σ) (fun τ _ => hs τ) ?_
  · intro σ hσ
    have h : σ.symm a = b := (mem_filter.mp hσ).2
    have h2 : σ b = a := by
      rw [← h]
      exact σ.apply_symm_apply a
    refine mem_filter.mpr ⟨mem_univ _, ?_⟩
    show σ (swap a b a) = a
    rw [swap_apply_left, h2]
  · intro τ hτ
    have h : τ a = a := (mem_filter.mp hτ).2
    have h2 : (τ * swap a b : Perm α).symm a = b := by
      rw [Equiv.symm_apply_eq]
      show a = τ (swap a b b)
      rw [swap_apply_right, h]
    exact mem_filter.mpr ⟨mem_univ _, h2⟩
  · intro σ _
    show f σ = f (σ * swap a b) * f (swap a b)
    rw [← map_mul, hs]

/-- Among `n + 1` particles, exactly `n!` permutations leave a given particle in place. -/
theorem card_fixing (a : α) {n : ℕ} (hcard : Fintype.card α = n + 1) :
    (fixing a).card = n.factorial := by
  have h := sum_perm_left (1 : Perm α →* ℕ) a
  simp only [MonoidHom.one_apply, sum_const, card_univ, smul_eq_mul, mul_one,
    Fintype.card_perm, hcard, Nat.factorial_succ] at h
  exact (Nat.eq_of_mul_eq_mul_left (Nat.succ_pos n) h).symm

/-- The signed operators of the swaps `(a b)`, summed over all `b`, give the coset factor. -/
theorem sum_signed_swap (ρ : Perm α →* A) (a : α) :
    ∑ b, signed ρ (swap a b) = cosetFactor ρ a := by
  have h := Finset.add_sum_erase univ (fun b => signed ρ (swap a b)) (mem_univ a)
  have h0 : signed ρ (swap a a) = 1 := by
    have e : swap a a = (1 : Perm α) := swap_self a
    rw [e, map_one]
  -- every genuine exchange carries the sign `-1`
  have h1 : ∑ b ∈ univ.erase a, signed ρ (swap a b) = -∑ b ∈ univ.erase a, ρ (swap b a) := by
    rw [← Finset.sum_neg_distrib]
    refine Finset.sum_congr rfl fun b hb => ?_
    show ε (swap a b) • ρ (swap a b) = -ρ (swap b a)
    rw [Perm.sign_swap (ne_of_mem_erase hb).symm, swap_comm a b]
    simp
  calc ∑ b, signed ρ (swap a b)
      = signed ρ (swap a a) + ∑ b ∈ univ.erase a, signed ρ (swap a b) := h.symm
    _ = cosetFactor ρ a := by rw [h0, h1, cosetFactor, sub_eq_add_neg]

/-- Coset factorization for any number of particles: the antisymmetrizer is the coset factor of
particle `a` times the antisymmetrizer of the other particles, in either order. -/
theorem antisymmetrizer_factorization (ρ : Perm α →* A) (a : α) :
    antisymmetrizer ρ = cosetFactor ρ a * antisymmetrizerFixing ρ a ∧
    antisymmetrizer ρ = antisymmetrizerFixing ρ a * cosetFactor ρ a := by
  have hl := sum_perm_left (signed ρ) a
  have hr := sum_perm_right (signed ρ) a
  rw [sum_signed_swap] at hl hr
  exact ⟨hl, hr⟩

/-- For three particles, labelled `0, 1, 2`, the permutations fixing the third are the identity
and the exchange of the first two. -/
theorem fixing_two : fixing (2 : Fin 3) = {1, swap 0 1} := by
  ext τ
  simp only [fixing, mem_filter, mem_univ, true_and, mem_insert, mem_singleton]
  revert τ
  decide

/-- For three particles labelled `0, 1, 2`, the two factors belonging to particle `2` are `1 - ρ (0 1)` and
`1 - ρ (0 2) - ρ (1 2)`. -/
theorem factors_three (ρ : Perm (Fin 3) →* A) :
    antisymmetrizerFixing ρ 2 = 1 - ρ (swap 0 1) ∧
    cosetFactor ρ 2 = 1 - ρ (swap 0 2) - ρ (swap 1 2) := by
  have h01 : (0 : Fin 3) ≠ 1 := by decide
  constructor
  · have hne : (1 : Perm (Fin 3)) ≠ swap 0 1 := by decide
    rw [antisymmetrizerFixing, fixing_two, Finset.sum_pair hne, Perm.sign_swap h01]
    simp [sub_eq_add_neg]
  · have h : (univ : Finset (Fin 3)).erase 2 = {0, 1} := by decide
    rw [cosetFactor, h, Finset.sum_pair h01, sub_sub]

/-- In the integral group ring of the symmetric group on three letters,
`∑ sign(σ) σ = (1 - (0 2) - (1 2)) (1 - (0 1)) = (1 - (0 1)) (1 - (0 2) - (1 2))`. -/
theorem groupRing_three :
    antisymmetrizer e₃ = (1 - e₃ (swap 0 2) - e₃ (swap 1 2)) * (1 - e₃ (swap 0 1)) ∧
    antisymmetrizer e₃ = (1 - e₃ (swap 0 1)) * (1 - e₃ (swap 0 2) - e₃ (swap 1 2)) := by
  have h := antisymmetrizer_factorization e₃ (2 : Fin 3)
  rw [(factors_three e₃).1, (factors_three e₃).2] at h
  exact h

/-- On a vector that is antisymmetric under all permutations fixing `a`, the antisymmetrizer of
`n + 1` particles acts as `n!` times the coset factor of `a`. -/
theorem antisymmetrizer_smul {M : Type*} [AddCommGroup M] [Module A M] (ρ : Perm α →* A)
    (a : α) {n : ℕ} (hcard : Fintype.card α = n + 1) (v : M)
    (hv : ∀ τ : Perm α, τ a = a → ρ τ • v = ε τ • v) :
    antisymmetrizer ρ • v = n.factorial • cosetFactor ρ a • v := by
  -- each signed operator of the stabilizer reproduces `v`, since sign² = 1
  have hterm : ∀ τ ∈ fixing a, (ε τ • ρ τ) • v = v := by
    intro τ hτ
    have h : τ a = a := (mem_filter.mp hτ).2
    rw [smul_assoc, hv τ h, smul_smul, ← Units.val_mul, Int.units_mul_self, Units.val_one,
      one_smul]
  have h : antisymmetrizerFixing ρ a • v = n.factorial • v := by
    rw [antisymmetrizerFixing, Finset.sum_smul]
    refine (Finset.sum_congr rfl hterm).trans ?_
    rw [Finset.sum_const, card_fixing a hcard]
  rw [(antisymmetrizer_factorization ρ a).1, mul_smul, h]
  exact smul_comm _ _ _

/-- The permutation operators on many-particle wave functions with one-particle coordinates in
`X`: `(P_σ ψ)(x) = ψ(i ↦ x (σ i))`. -/
def permute (α X : Type*) : Perm α →* Module.End ℂ ((α → X) → ℂ) where
  toFun σ :=
    { toFun := fun ψ x => ψ (fun i => x (σ i))
      map_add' := fun _ _ => rfl
      map_smul' := fun _ _ => rfl }
  map_one' := LinearMap.ext fun _ => funext fun _ => rfl
  map_mul' _ _ := LinearMap.ext fun _ => funext fun _ => rfl

/-- For a wave function of `n + 1` particles that is antisymmetric in the particles other than
`a`, full antisymmetrization equals `n!` times the coset factor of `a` applied to it. -/
theorem antisymmetrizer_wavefunction {X : Type*} (a : α) {n : ℕ}
    (hcard : Fintype.card α = n + 1) (ψ : (α → X) → ℂ)
    (hψ : ∀ τ : Perm α, τ a = a → permute α X τ ψ = ε τ • ψ) :
    antisymmetrizer (permute α X) ψ = n.factorial • cosetFactor (permute α X) a ψ :=
  antisymmetrizer_smul (M := (α → X) → ℂ) (permute α X) a hcard ψ hψ

/-- The three-particle function `(x₀ - x₁) x₂²`. -/
def pairTimesSquare : (Fin 3 → ℂ) → ℂ := fun x => (x 0 - x 1) * x 2 ^ 2

/-- The function `(x₀ - x₁) x₂²` is antisymmetric under the permutations fixing the third
particle and is not zero. -/
theorem antisymmetrizer_wavefunction_witness :
    (∀ τ : Perm (Fin 3), τ 2 = 2 →
      permute (Fin 3) ℂ τ pairTimesSquare = ε τ • pairTimesSquare) ∧
    pairTimesSquare ≠ 0 := by
  constructor
  · intro τ hτ
    have hmem : τ ∈ fixing (2 : Fin 3) := mem_filter.mpr ⟨mem_univ _, hτ⟩
    rw [fixing_two, mem_insert, mem_singleton] at hmem
    rcases hmem with rfl | rfl
    · simp
    · have h01 : (0 : Fin 3) ≠ 1 := by decide
      have e : ((-1 : ℤˣ) : ℤ) • pairTimesSquare = -pairTimesSquare := by simp
      rw [Perm.sign_swap h01, e]
      funext x
      show (x (swap (0 : Fin 3) 1 0) - x (swap (0 : Fin 3) 1 1)) * x (swap (0 : Fin 3) 1 2) ^ 2
        = -((x 0 - x 1) * x 2 ^ 2)
      rw [swap_apply_left, swap_apply_right, hτ]
      ring
  · intro h
    have h1 := congrFun h ![1, 0, 1]
    simp [pairTimesSquare] at h1

end

end AntisymmetrizerCosets
```

```lean
#print axioms AntisymmetrizerCosets.antisymmetrizer_factorization
-- 'AntisymmetrizerCosets.antisymmetrizer_factorization' depends on axioms: [propext, Classical.choice, Quot.sound]
#print axioms AntisymmetrizerCosets.groupRing_three
-- 'AntisymmetrizerCosets.groupRing_three' depends on axioms: [propext, Classical.choice, Quot.sound]
#print axioms AntisymmetrizerCosets.antisymmetrizer_wavefunction
-- 'AntisymmetrizerCosets.antisymmetrizer_wavefunction' depends on axioms: [propext, Classical.choice, Quot.sound]
```

## Notes on the proof

`signed ρ` packages f(σ) = sign(σ) ρ(σ) as a homomorphism; its `map_mul'` field moves the two integer signs past the ring product.

`sum_perm_left` is the first sorting argument. `Finset.sum_fiberwise` splits the sum by the value `σ a`, the auxiliary `hs` says that multiplying twice by `swap a b` does nothing, and `Finset.sum_nbij'` carries out the bijection between one class and `fixing a`. Its three remaining goals are the steps above: the class maps into S_a, S_a maps into the class, and f(σ) = f((a b)) f((a b)σ). `sum_perm_right` does the same with fibres of `σ.symm a`, the label sent to a, and multiplication on the right.

Both lemmas are stated for a semiring `B`, so `card_fixing` can apply the left one to the constant map 1 into the natural numbers and cancel the factor n+1.

`sum_signed_swap` separates the term b = a with `Finset.add_sum_erase`, evaluates it as 1 in `h0`, and uses `Perm.sign_swap` in `h1` for the others; `swap_comm` reconciles (a b) with the (b a) of the definition. `antisymmetrizer_factorization` then applies both sorting lemmas to `signed ρ` and rewrites the sum over swaps.

For three labels, `fixing_two` checks all six permutations by `decide`, `factors_three` evaluates the two-term sums for any ρ, and `groupRing_three` substitutes them at ρ = `e₃`. The product is never expanded into six terms.

In `antisymmetrizer_smul`, `hterm` is the step sign(τ)² = 1, `h` is 𝒜_a v = n! v, and `smul_comm` moves n! through C_a; the factorization with C_a on the left is the one used. `antisymmetrizer_wavefunction` is this theorem with the ring of linear operators on wave functions. The witness treats the two elements of S_2 separately and evaluates ψ at `![1, 0, 1]`, where it equals 1.
